# The least identity admixture that makes a Hermitian matrix of positive trace positive semidefinite

A mixing weight that repairs a non-positive two-particle reduced density matrix (2-RDM) in a small pair space can leave a negative eigenvalue in a larger one, even if the trace and the least eigenvalue are the same. For a Hermitian $R\times R$ matrix $D$ with trace $T>0$ and least eigenvalue $-d\le 0$, and for real $s\le 1$, the mixture $(1-s)D+(sT/R)I$ is positive semidefinite exactly when $s\ge dR/(T+dR)$.

In Lean 4 with Mathlib:

```lean
import Mathlib

open Matrix Filter
open scoped ComplexOrder

namespace TwoRDMRepair

noncomputable section

variable {n : Type*} [Fintype n] [DecidableEq n]

/-- The real number `m` is an eigenvalue of `A`, and no real eigenvalue of `A` lies below it. -/
def IsLeastEigenvalue (A : Matrix n n ℂ) (m : ℝ) : Prop :=
  (∃ v : n → ℂ, v ≠ 0 ∧ A *ᵥ v = (m : ℂ) • v) ∧
    ∀ μ : ℝ, (∃ v : n → ℂ, v ≠ 0 ∧ A *ᵥ v = (μ : ℂ) • v) → m ≤ μ

/-- The mixture of `D` with the multiple of the identity that has the same trace, with weight `s`
on the identity part; the pair basis is meant to be nonempty. -/
def damp (D : Matrix n n ℂ) (s : ℝ) : Matrix n n ℂ :=
  (1 - (s : ℂ)) • D + ((s : ℂ) * D.trace / (Fintype.card n : ℂ)) • (1 : Matrix n n ℂ)

/-- The damping threshold `dR/(T + dR)` for trace `T`, least eigenvalue `-d` and pair-space
dimension `R`, on the domain `T + dR ≠ 0`. -/
def threshold (T d : ℝ) (R : ℕ) : ℝ := d * R / (T + d * R)

/-- Damping preserves the trace, for a nonempty pair basis. -/
theorem trace_damp [Nonempty n] (D : Matrix n n ℂ) (s : ℝ) :
    (damp D s).trace = D.trace := by
  have hR : (Fintype.card n : ℂ) ≠ 0 := Nat.cast_ne_zero.mpr Fintype.card_ne_zero
  rw [damp, trace_add, trace_smul, trace_smul, trace_one, smul_eq_mul, smul_eq_mul,
    div_mul_cancel₀ _ hR]
  ring

/-- A Hermitian matrix is positive semidefinite exactly when its least eigenvalue is
nonnegative. -/
theorem posSemidef_iff_least {A : Matrix n n ℂ} {m : ℝ} (hA : A.IsHermitian)
    (h : IsLeastEigenvalue A m) : A.PosSemidef ↔ 0 ≤ m := by
  constructor
  · intro hp
    obtain ⟨v, hv, hAv⟩ := h.1
    obtain ⟨i, hi⟩ := Function.ne_iff.mp hv
    -- the quadratic form at an eigenvector for m is m times the squared norm of that vector
    have hS : 0 < ∑ j, Complex.normSq (v j) :=
      Finset.sum_pos' (fun j _ => Complex.normSq_nonneg _)
        ⟨i, Finset.mem_univ i, Complex.normSq_pos.mpr hi⟩
    have hn : star v ⬝ᵥ v = ((∑ j, Complex.normSq (v j) : ℝ) : ℂ) := by
      rw [Complex.ofReal_sum]
      exact Finset.sum_congr rfl fun j _ => Complex.normSq_eq_conj_mul_self.symm
    have h0 := hp.dotProduct_mulVec_nonneg v
    rw [hAv, dotProduct_smul, hn, smul_eq_mul] at h0
    have h1 : 0 ≤ m * ∑ j, Complex.normSq (v j) := by exact_mod_cast h0
    by_contra hm
    linarith [mul_neg_of_neg_of_pos (not_le.mp hm) hS]
  · intro hm
    refine hA.posSemidef_iff_eigenvalues_nonneg.mpr fun i => ?_
    have hne : (hA.eigenvectorBasis i).ofLp ≠ 0 := by
      intro h0
      apply hA.eigenvectorBasis.orthonormal.ne_zero i
      ext k
      exact congrFun h0 k
    have he : A *ᵥ (hA.eigenvectorBasis i).ofLp
        = (hA.eigenvalues i : ℂ) • (hA.eigenvectorBasis i).ofLp := by
      rw [hA.mulVec_eigenvectorBasis i]
      funext k
      simp
    exact hm.trans (h.2 _ ⟨_, hne, he⟩)

/-- For `s ≤ 1`, damping a matrix of real trace `T` moves its least eigenvalue from `m` to
`(1 - s) m + s T / R`, with `R` the dimension of the pair space. -/
theorem damp_least {D : Matrix n n ℂ} {T m s : ℝ} (hT : D.trace = (T : ℂ))
    (h : IsLeastEigenvalue D m) (hs : s ≤ 1) :
    IsLeastEigenvalue (damp D s) ((1 - s) * m + s * T / (Fintype.card n : ℝ)) := by
  have hact : ∀ v : n → ℂ, damp D s *ᵥ v
      = (1 - (s : ℂ)) • (D *ᵥ v) + ((s : ℂ) * T / (Fintype.card n : ℂ)) • v := by
    intro v
    rw [damp, hT, add_mulVec, smul_mulVec, smul_mulVec, one_mulVec]
  obtain ⟨⟨v, hv, hDv⟩, hmin⟩ := h
  refine ⟨⟨v, hv, ?_⟩, ?_⟩
  · rw [hact, hDv]
    push_cast
    module
  · rintro μ ⟨w, hw, hMw⟩
    rw [hact] at hMw
    rcases hs.lt_or_eq with hlt | rfl
    · -- an eigenvector of the mixture is an eigenvector of D
      have hne : (1 - (s : ℂ)) ≠ 0 := by exact_mod_cast (sub_pos.mpr hlt).ne'
      have hDw : D *ᵥ w
          = (((μ - s * T / (Fintype.card n : ℝ)) / (1 - s) : ℝ) : ℂ) • w := by
        funext i
        have hi := congrFun hMw i
        simp only [Pi.add_apply, Pi.smul_apply, smul_eq_mul] at hi ⊢
        push_cast
        rw [div_mul_eq_mul_div, eq_div_iff hne]
        linear_combination hi
      have hle := hmin _ ⟨w, hw, hDw⟩
      rw [le_div_iff₀ (sub_pos.mpr hlt)] at hle
      linarith
    · -- at s = 1 only the identity part is left
      obtain ⟨i, hi0⟩ := Function.ne_iff.mp hw
      have hi := congrFun hMw i
      simp only [Pi.add_apply, Pi.smul_apply, smul_eq_mul] at hi
      have hμ : ((1 * T / (Fintype.card n : ℝ) : ℝ) : ℂ) = (μ : ℂ) := by
        apply mul_right_cancel₀ hi0
        push_cast at hi ⊢
        linear_combination hi
      have hμ' := Complex.ofReal_injective hμ
      linarith

/-- The expression `(1 - s)(-d) + s T / R`, written over the common denominator `R ≠ 0`. -/
theorem damped_value (T d s : ℝ) {R : ℝ} (hR : R ≠ 0) :
    (1 - s) * (-d) + s * T / R = (s * (T + d * R) - d * R) / R := by
  rw [eq_div_iff hR, add_mul, div_mul_cancel₀ _ hR]
  ring

/-- Let `D` be Hermitian with trace `T > 0` and least eigenvalue `-d`, `d ≥ 0`. For `s ≤ 1` the
damped matrix is positive semidefinite exactly when `s ≥ dR/(T + dR)`. -/
theorem damp_posSemidef_iff [Nonempty n] {D : Matrix n n ℂ} {T d s : ℝ}
    (hD : D.IsHermitian) (hT : D.trace = (T : ℂ)) (hTpos : 0 < T) (hd : 0 ≤ d)
    (h : IsLeastEigenvalue D (-d)) (hs : s ≤ 1) :
    (damp D s).PosSemidef ↔ threshold T d (Fintype.card n) ≤ s := by
  have hR : (0 : ℝ) < Fintype.card n := Nat.cast_pos.mpr Fintype.card_pos
  have hH : (damp D s).IsHermitian := by
    change (damp D s)ᴴ = damp D s
    rw [damp, hT, conjTranspose_add, conjTranspose_smul, conjTranspose_smul, hD.eq,
      conjTranspose_one]
    simp
  have hden : 0 < T + d * (Fintype.card n : ℝ) := by positivity
  rw [posSemidef_iff_least hH (damp_least hT h hs), damped_value T d s hR.ne',
    le_div_iff₀ hR, zero_mul, sub_nonneg, threshold, div_le_iff₀ hden]

/-- For trace `T > 0` and least eigenvalue `-d`, `d ≥ 0`, damping exactly at the threshold
gives a matrix whose least eigenvalue is zero. -/
theorem damp_threshold_least [Nonempty n] {D : Matrix n n ℂ} {T d : ℝ}
    (hT : D.trace = (T : ℂ)) (hTpos : 0 < T) (hd : 0 ≤ d)
    (h : IsLeastEigenvalue D (-d)) :
    IsLeastEigenvalue (damp D (threshold T d (Fintype.card n))) 0 := by
  have hR : (0 : ℝ) < Fintype.card n := Nat.cast_pos.mpr Fintype.card_pos
  have hden : 0 < T + d * (Fintype.card n : ℝ) := by positivity
  have hle : threshold T d (Fintype.card n) ≤ 1 := by
    rw [threshold, div_le_iff₀ hden]
    linarith
  have h1 := damp_least hT h hle
  have ht : threshold T d (Fintype.card n) * (T + d * (Fintype.card n : ℝ))
      = d * (Fintype.card n : ℝ) := div_mul_cancel₀ _ hden.ne'
  rw [damped_value T d _ hR.ne', ht, sub_self, zero_div] at h1
  exact h1

/-- At fixed `T > 0` and `d > 0` the threshold increases strictly with the pair-space
dimension. -/
theorem threshold_strictMono {T d : ℝ} (hT : 0 < T) (hd : 0 < d) :
    StrictMono (threshold T d) := by
  intro R R' hRR
  have hlt : (R : ℝ) < R' := Nat.cast_lt.mpr hRR
  have h1 : 0 < T + d * (R : ℝ) := by positivity
  have h2 : 0 < T + d * (R' : ℝ) := by positivity
  rw [threshold, threshold, div_lt_div_iff₀ h1 h2]
  nlinarith [mul_lt_mul_of_pos_left hlt (mul_pos hd hT)]

/-- At fixed `T > 0` and `d > 0` the threshold tends to one as the pair-space dimension
grows. -/
theorem threshold_tendsto_one {T d : ℝ} (hT : 0 < T) (hd : 0 < d) :
    Tendsto (threshold T d) atTop (nhds 1) := by
  have hden : Tendsto (fun R : ℕ => T + d * (R : ℝ)) atTop atTop :=
    tendsto_atTop_add_const_left _ T (tendsto_natCast_atTop_atTop.const_mul_atTop hd)
  have h1 : Tendsto (fun R : ℕ => T / (T + d * (R : ℝ))) atTop (nhds 0) :=
    tendsto_const_nhds.div_atTop hden
  have h2 := h1.const_sub 1
  rw [sub_zero] at h2
  refine h2.congr fun R => ?_
  have hne : T + d * (R : ℝ) ≠ 0 := by positivity
  rw [threshold, eq_div_iff hne, sub_mul, div_mul_cancel₀ _ hne]
  ring

/-- The diagonal matrix of dimension `k + 2` with first diagonal entry `-d` and all other diagonal
entries equal to `(T + d)/(k + 1)`. -/
def outlier (T d : ℝ) (k : ℕ) : Matrix (Fin (k + 2)) (Fin (k + 2)) ℂ :=
  diagonal fun i => ((if i = 0 then -d else (T + d) / ((k : ℝ) + 1) : ℝ) : ℂ)

/-- For `T > 0` and `d > 0`, the matrix `outlier T d k` is Hermitian with trace `T` and least
eigenvalue `-d`, in every dimension `k + 2`. -/
theorem outlier_witness {T d : ℝ} (hT : 0 < T) (hd : 0 < d) (k : ℕ) :
    (outlier T d k).IsHermitian ∧ (outlier T d k).trace = (T : ℂ) ∧
      IsLeastEigenvalue (outlier T d k) (-d) := by
  refine ⟨?_, ?_, ⟨Pi.single 0 1, by simp, ?_⟩, ?_⟩
  · change (outlier T d k)ᴴ = outlier T d k
    rw [outlier, diagonal_conjTranspose]
    congr 1
    funext i
    exact Complex.conj_ofReal _
  · have hc : ((k : ℝ) + 1) * ((T + d) / ((k : ℝ) + 1)) = T + d := by field_simp
    rw [outlier, trace_diagonal, ← Complex.ofReal_sum, Fin.sum_univ_succ]
    refine congrArg Complex.ofReal ?_
    simp only [Fin.succ_ne_zero, ↓reduceIte, Finset.sum_const, Finset.card_univ,
      Fintype.card_fin, nsmul_eq_mul]
    push_cast
    linarith
  · funext i
    rw [outlier, mulVec_diagonal]
    by_cases hi : i = 0
    · subst hi
      simp
    · simp [hi]
  · -- every eigenvalue of a diagonal matrix is one of its entries
    rintro μ ⟨w, hw, hMw⟩
    obtain ⟨i, hi0⟩ := Function.ne_iff.mp hw
    have hi := congrFun hMw i
    rw [outlier, mulVec_diagonal, Pi.smul_apply, smul_eq_mul] at hi
    have hμ := Complex.ofReal_injective (mul_right_cancel₀ hi0 hi)
    have hpos : 0 ≤ (T + d) / ((k : ℝ) + 1) := by positivity
    rw [← hμ]
    split_ifs <;> linarith

end

end TwoRDMRepair
```

```lean
#print axioms TwoRDMRepair.posSemidef_iff_least
#print axioms TwoRDMRepair.damp_posSemidef_iff
#print axioms TwoRDMRepair.threshold_strictMono
#print axioms TwoRDMRepair.threshold_tendsto_one
```

```
'TwoRDMRepair.posSemidef_iff_least' depends on axioms: [propext, Classical.choice, Quot.sound]
'TwoRDMRepair.damp_posSemidef_iff' depends on axioms: [propext, Classical.choice, Quot.sound]
'TwoRDMRepair.threshold_strictMono' depends on axioms: [propext, Classical.choice, Quot.sound]
'TwoRDMRepair.threshold_tendsto_one' depends on axioms: [propext, Classical.choice, Quot.sound]
```

## The threshold and its range of validity

The equivalence is `damp_posSemidef_iff`. The finite type `n` labels the pair basis, and $R$ is `Fintype.card n`. The matrix `damp D s` is the mixture, built with the actual trace of `D`, so that trace preservation is a theorem (`trace_damp`). The hypothesis `D.trace = (T : ℂ)` names this trace as a real number $T$, and `threshold T d R` is $dR/(T+dR)$.

`IsLeastEigenvalue D (-d)` says that $-d$ has a nonzero eigenvector and that no real eigenvalue lies below it. Since all eigenvalues of a Hermitian matrix are real, this is the usual least eigenvalue. The case $d=0$ is allowed and gives threshold zero.

The weight $s$ may be negative, but some upper bound on it is needed. For $D=\mathrm{diag}(-d,\,T+d)$ the second eigenvalue of the mixture is $(1-s)(T+d)+sT/2$, which becomes negative when $s$ is large.

## What the mixture does to a 2-RDM

If `n` labels the antisymmetric pairs $p<q$ of $M$ spin orbitals, then $R=M(M-1)/2$. In the normalisation $D_{pq,rs}=\langle a_p^\dagger a_q^\dagger a_s a_r\rangle$, where $a_p^\dagger$ creates an electron in spin orbital $p$, the trace for $N\ge2$ electrons is the number of pairs, $T=N(N-1)/2$. A negative eigenvalue of $D$ would be a negative occupation of some pair state. Approximate reconstruction or sampling noise can produce one. Mixing in the identity spreads part of the pair count evenly over all pair states until the lowest occupation is no longer negative.

For a 2-RDM in a finite basis, repaired by this one-parameter mixture, the threshold is the smallest weight that restores positivity of $D$ itself. Positivity of the two-hole and particle-hole matrices is a separate matter, as is the change that the mixture makes to the one-particle density matrix and the energy.

At fixed $T$ and $d>0$ the threshold grows with $R$. In an actual sequence of basis sets $d$ will usually change too, and the formula then has to be evaluated with the new value.

## From the shifted spectrum to the threshold

**Trace.** The identity has trace $R$, so the mixture has trace $(1-s)T+(sT/R)R=T$. This is the computation in `trace_damp`.

**Positivity and the least eigenvalue.** Let $A$ be Hermitian with least eigenvalue $m$ and $Av=mv$, $v\ne0$. Then $v^\dagger Av=m\,v^\dagger v$, so the expectation value in the normalised eigenvector is $m$, and positivity of $A$ forces $m\ge0$. Conversely, expand any vector in an orthonormal eigenbasis with coefficients $c_i$ and eigenvalues $\lambda_i$. If $m\ge0$, then
$$v^\dagger Av=\sum_i\lambda_i|c_i|^2\ge0 .$$
In `posSemidef_iff_least` the first direction writes $v^\dagger v$ as a positive sum of squared moduli. The second uses Mathlib's criterion that a Hermitian matrix is positive semidefinite when all its `eigenvalues` are nonnegative; each of these has a nonzero eigenvector and therefore lies at or above $m$.

**Shift of the spectrum.** If $Dv=\lambda v$, then
$$\left[(1-s)D+\frac{sT}{R}I\right]v=\left[(1-s)\lambda+\frac{sT}{R}\right]v .$$
For $s<1$ every eigenvector $w$ of the mixture is also one of $D$: if its eigenvalue in the mixture is $\mu$, its eigenvalue in $D$ is $(\mu-sT/R)/(1-s)$. The map between the two spectra is increasing, so the least eigenvalue $m$ of $D$ goes to the least eigenvalue $(1-s)m+sT/R$ of the mixture. For $s=1$ only $(T/R)I$ is left, and its single eigenvalue agrees with the same formula. `damp_least` treats these two cases separately, because the division by $1-s$ is available only in the first.

**The inequality.** With $m=-d$, `damped_value` puts the new least eigenvalue over a common denominator:
$$-(1-s)d+\frac{sT}{R}=\frac{s(T+dR)-dR}{R}.$$
Since $R>0$ and $T+dR>0$, this is nonnegative exactly when $s\ge dR/(T+dR)$. The proof of `damp_posSemidef_iff` first checks that the mixture is Hermitian, its coefficients being real, and then rewrites along this chain. At equality the numerator vanishes, so the least eigenvalue is exactly zero, as `damp_threshold_least` states.

**Growth with $R$.** Write the threshold as $t(R)=1-T/(T+dR)$. For $d>0$ and $R<R'$,
$$t(R')-t(R)=\frac{dT(R'-R)}{(T+dR)(T+dR')}>0 .$$
This is `threshold_strictMono`, proved by cross-multiplication. As $R$ grows, $T/(T+dR)$ tends to zero and $t(R)$ to one, which is `threshold_tendsto_one`. The share $1-t(R)$ of the original $D$ that survives the minimal repair therefore vanishes in this limit.

**Matrices with these data.** `outlier T d k` is diagonal of dimension $R=k+2$, with one diagonal entry $-d$ and $k+1$ diagonal entries $(T+d)/(k+1)$. Its trace is $-d+(T+d)=T$, and its other diagonal entries are positive, so $-d$ is the least eigenvalue. `outlier_witness` proves this for all $T,d>0$, so the growth concerns matrices that exist in every dimension from two upwards.

## The two-dimensional case

In dimension one the only eigenvalue is the trace, so a positive trace excludes an eigenvalue $-d\le0$. The smallest case is therefore $R=2$, where the eigenvalues must be $-d$ and $T+d$ and the threshold is $2d/(T+2d)$. At that weight the mixture has eigenvalues $0$ and
$$\frac{T(T+d)}{T+2d}+\frac{dT}{T+2d}=T ,$$
so a single eigenvector carries the whole trace. This is an example in matrix algebra only: $M(M-1)/2$ never equals 2, so $R=2$ is not the dimension of the full pair space of any set of spin orbitals.
